# Cholesky and Löwdin reductions of \(Hx=eSx\) are unitarily equivalent

Two programs can reduce the same generalized eigenvalue problem to an ordinary one, the first with a Cholesky factor of the overlap matrix and the second with its Löwdin square root, and print different matrices and different eigenvectors. Such a disagreement need not be a bug: a unitary matrix relates the two reductions.

In the projector augmented-wave (PAW) method the problem is \(Hx=eSx\), because the smooth orbitals are orthonormal only with respect to an overlap operator. Here \(H\) and \(S\) are its Hamiltonian and overlap matrices in a finite basis, held fixed as in one step of a self-consistency cycle, and \(S\) is positive definite. Under these restrictions, the choice between the two reductions affects neither the energies nor the \(S\)-orthonormality of the solutions.

## Two factors of one overlap

The matrices are complex with rows and columns labelled by a finite type `n`. Real symmetric matrices are included; for them the adjoint \(\dagger\), written `ᴴ`, is the transpose, and a real unitary matrix is orthogonal.

In Lean 4 with Mathlib:

```lean
import Mathlib

open Matrix

namespace OverlapOrthogonalization

variable {n : Type*} [Fintype n] [DecidableEq n]
```

Let \(S=LL^\dagger\) with \(L\) invertible; in a Cholesky factorization \(L\) is lower triangular. Reducing \(H\) with \(L\) gives \(H_L=L^{-1}HL^{-\dagger}\), where \(L^{-\dagger}=(L^{-1})^\dagger\).

```lean
/-- The Hamiltonian `L⁻¹ H L⁻ᴴ` obtained by reducing `H` with a factor `L` of the overlap. -/
noncomputable def reduced (L H : Matrix n n ℂ) : Matrix n n ℂ :=
  L⁻¹ * H * (L⁻¹)ᴴ
```

Taking the adjoint of \(L^{-1}L=1\) gives \(L^\dagger L^{-\dagger}=1\).

```lean
/-- The adjoint of an invertible factor is cancelled by the adjoint of its inverse. -/
lemma adjoint_cancel {L : Matrix n n ℂ} (hL : IsUnit L.det) : Lᴴ * (L⁻¹)ᴴ = 1 := by
  rw [← Matrix.conjTranspose_mul, Matrix.nonsing_inv_mul L hL, Matrix.conjTranspose_one]
```

Let also \(S=R^2\) with \(R\) Hermitian, as in Löwdin orthogonalization. Determinants give \((\det R)^2=\det L\,\overline{\det L}\neq0\), so \(R\) is invertible.

```lean
/-- If the overlap has an invertible factor `L`, then its square root `R` is invertible. -/
lemma root_isUnit {L R : Matrix n n ℂ} (hL : IsUnit L.det) (hS : L * Lᴴ = R * R) :
    IsUnit R.det := by
  have h : IsUnit (R.det * R.det) := by
    rw [← Matrix.det_mul, ← hS, Matrix.det_mul, Matrix.det_conjTranspose]
    exact hL.mul hL.star
  exact isUnit_of_mul_isUnit_left h
```

The matrix \(U=L^{-1}R\) connects the two factors. It is unitary, since
\[
UU^\dagger=L^{-1}RR\,L^{-\dagger}=(L^{-1}L)(L^\dagger L^{-\dagger})=1 .
\]

```lean
/-- For invertible `L` and Hermitian `R` with `L Lᴴ = R²`, the matrix `L⁻¹ R` is unitary. -/
theorem connecting_unitary {L R : Matrix n n ℂ} (hL : IsUnit L.det) (hR : R.IsHermitian)
    (hS : L * Lᴴ = R * R) : L⁻¹ * R ∈ Matrix.unitaryGroup n ℂ := by
  rw [Matrix.mem_unitaryGroup_iff, Matrix.star_eq_conjTranspose, Matrix.conjTranspose_mul, hR.eq]
  calc L⁻¹ * R * (R * (L⁻¹)ᴴ) = L⁻¹ * (R * R) * (L⁻¹)ᴴ := by simp only [Matrix.mul_assoc]
    _ = (L⁻¹ * L) * (Lᴴ * (L⁻¹)ᴴ) := by rw [← hS]; simp only [Matrix.mul_assoc]
    _ = 1 := by rw [Matrix.nonsing_inv_mul L hL, adjoint_cancel hL, Matrix.one_mul]
```

## From the generalized equation to the ordinary one

Undoing the reduction gives \(H=LH_LL^\dagger\), hence \(H-eS=L(H_L-e)L^\dagger\). Taking determinants,
\[
\det(H-eS)=\det S\,\det(H_L-e).
\]
As \(\det S\ne0\), both secular equations have the same roots.

```lean
/-- The secular determinant of `H x = e S x` with `S = L Lᴴ` is `det S` times the ordinary
secular determinant of the reduced Hamiltonian. -/
theorem secular_determinant {L : Matrix n n ℂ} (hL : IsUnit L.det) (H : Matrix n n ℂ) (e : ℂ) :
    (H - e • (L * Lᴴ)).det = (L * Lᴴ).det * (reduced L H - e • (1 : Matrix n n ℂ)).det := by
  have hadj : (L⁻¹)ᴴ * Lᴴ = 1 := by
    rw [← Matrix.conjTranspose_mul, Matrix.mul_nonsing_inv L hL, Matrix.conjTranspose_one]
  -- undo the reduction
  have hH : L * reduced L H * Lᴴ = H := by
    calc L * reduced L H * Lᴴ = (L * L⁻¹) * H * ((L⁻¹)ᴴ * Lᴴ) := by
          simp only [reduced, Matrix.mul_assoc]
      _ = H := by rw [Matrix.mul_nonsing_inv L hL, hadj, Matrix.one_mul, Matrix.mul_one]
  have h : H - e • (L * Lᴴ) = L * (reduced L H - e • (1 : Matrix n n ℂ)) * Lᴴ := by
    rw [Matrix.mul_sub, Matrix.sub_mul, hH, Matrix.mul_smul, Matrix.mul_one, Matrix.smul_mul]
  rw [h]
  simp only [Matrix.det_mul]
  ring
```

For the vectors, put \(x=L^{-\dagger}y\). Then \(Sx=LL^\dagger L^{-\dagger}y=Ly\).

```lean
/-- The overlap `S = L Lᴴ` acts on a back-transformed vector `L⁻ᴴ y` to give `L y`. -/
lemma overlap_backtransform {L : Matrix n n ℂ} (hL : IsUnit L.det) (y : n → ℂ) :
    (L * Lᴴ) *ᵥ ((L⁻¹)ᴴ *ᵥ y) = L *ᵥ y := by
  rw [Matrix.mulVec_mulVec, Matrix.mul_assoc, adjoint_cancel hL, Matrix.mul_one]
```

Likewise \(Hx=HL^{-\dagger}y=LH_Ly\). The generalized equation therefore reads \(LH_Ly=e\,Ly\), and multiplying by \(L^{-1}\) leaves \(H_Ly=ey\). Multiplying by \(L\) leads back, which gives the two directions of the proof.

```lean
/-- A vector `y` solves the reduced eigenvalue equation exactly when `x = L⁻ᴴ y` solves
`H x = e S x` with `S = L Lᴴ`. -/
theorem generalized_iff_reduced {L : Matrix n n ℂ} (hL : IsUnit L.det) (H : Matrix n n ℂ)
    (e : ℂ) (y : n → ℂ) :
    H *ᵥ ((L⁻¹)ᴴ *ᵥ y) = e • ((L * Lᴴ) *ᵥ ((L⁻¹)ᴴ *ᵥ y)) ↔ reduced L H *ᵥ y = e • y := by
  have h1 : H *ᵥ ((L⁻¹)ᴴ *ᵥ y) = L *ᵥ (reduced L H *ᵥ y) := by
    have h : L * reduced L H = H * (L⁻¹)ᴴ := by
      calc L * reduced L H = (L * L⁻¹) * (H * (L⁻¹)ᴴ) := by
            simp only [reduced, Matrix.mul_assoc]
        _ = H * (L⁻¹)ᴴ := by rw [Matrix.mul_nonsing_inv L hL, Matrix.one_mul]
    rw [Matrix.mulVec_mulVec, Matrix.mulVec_mulVec, h]
  have inj : ∀ v : n → ℂ, L⁻¹ *ᵥ (L *ᵥ v) = v := fun v => by
    rw [Matrix.mulVec_mulVec, Matrix.nonsing_inv_mul L hL, Matrix.one_mulVec]
  -- both sides are now `L` applied to the reduced equation
  rw [h1, overlap_backtransform hL, ← Matrix.mulVec_smul]
  constructor
  · intro h
    rw [← inj (reduced L H *ᵥ y), h, inj]
  · intro h
    rw [h]
```

Inner products carry over in the same way. With \(x'=L^{-\dagger}z\),
\[
x^\dagger Sx'=(L^{-\dagger}y)^\dagger Lz=y^\dagger L^{-1}Lz=y^\dagger z .
\]

```lean
/-- The `S`-inner product of two back-transformed vectors is the ordinary inner product of the
original ones. -/
theorem overlap_inner {L : Matrix n n ℂ} (hL : IsUnit L.det) (y z : n → ℂ) :
    star ((L⁻¹)ᴴ *ᵥ y) ⬝ᵥ ((L * Lᴴ) *ᵥ ((L⁻¹)ᴴ *ᵥ z)) = star y ⬝ᵥ z := by
  rw [overlap_backtransform hL, Matrix.star_mulVec, Matrix.conjTranspose_conjTranspose,
    ← Matrix.dotProduct_mulVec, Matrix.mulVec_mulVec, Matrix.nonsing_inv_mul L hL,
    Matrix.one_mulVec]
```

## The equivalence

Inserting \(U=L^{-1}R\) and cancelling \(R\) against \(R^{-1}\) gives
\[
U(R^{-1}HR^{-1})U^\dagger=L^{-1}HL^{-\dagger}=H_L .
\]
The characteristic polynomial of a product \(AB\) equals that of \(BA\). Moving \(U^\dagger\) to the front produces \(U^\dagger U=1\), so \(H_L\) and \(R^{-1}HR^{-1}\) share theirs, multiplicities included.

The theorem joins these facts to the back-transformation. Its family `y`, indexed by `ι`, may be any orthonormal set of eigenvectors, complete or not. The hypothesis `IsUnit L.det` says that \(L\) is invertible; physically, no combination of basis functions with coefficients not all zero has zero \(S\)-norm. \(L\) need not be triangular, \(R\) need not be positive, and \(H\) need not be Hermitian. The existence of both factors is assumed.

```lean
/-- For `S = L Lᴴ = R²` with `L` invertible and `R` Hermitian, the two reduced Hamiltonians are
related by the unitary `L⁻¹ R` and share their characteristic polynomial, and orthonormal
eigenvectors `y` of `L⁻¹ H L⁻ᴴ` give `S`-orthonormal solutions `L⁻ᴴ y` of `H x = e S x`. -/
theorem cholesky_loewdin_equivalence {L R S : Matrix n n ℂ} (H : Matrix n n ℂ)
    (hL : IsUnit L.det) (hR : R.IsHermitian) (hSL : S = L * Lᴴ) (hSR : S = R * R) :
    L⁻¹ * R ∈ Matrix.unitaryGroup n ℂ ∧
    reduced L H = (L⁻¹ * R) * (R⁻¹ * H * R⁻¹) * (L⁻¹ * R)ᴴ ∧
    (reduced L H).charpoly = (R⁻¹ * H * R⁻¹).charpoly ∧
    ∀ (ι : Type) [DecidableEq ι] (e : ι → ℂ) (y : ι → n → ℂ),
      (∀ i j, star (y i) ⬝ᵥ y j = if i = j then 1 else 0) →
      (∀ i, reduced L H *ᵥ y i = e i • y i) →
      (∀ i j, star ((L⁻¹)ᴴ *ᵥ y i) ⬝ᵥ (S *ᵥ ((L⁻¹)ᴴ *ᵥ y j)) = if i = j then 1 else 0) ∧
      ∀ i, H *ᵥ ((L⁻¹)ᴴ *ᵥ y i) = e i • (S *ᵥ ((L⁻¹)ᴴ *ᵥ y i)) := by
  subst hSL
  have hRu := root_isUnit hL hSR
  have hU := connecting_unitary hL hR hSR
  have hsim : reduced L H = (L⁻¹ * R) * (R⁻¹ * H * R⁻¹) * (L⁻¹ * R)ᴴ := by
    rw [Matrix.conjTranspose_mul, hR.eq]
    symm
    calc (L⁻¹ * R) * (R⁻¹ * H * R⁻¹) * (R * (L⁻¹)ᴴ)
        = L⁻¹ * (R * R⁻¹) * H * (R⁻¹ * R) * (L⁻¹)ᴴ := by simp only [Matrix.mul_assoc]
      _ = reduced L H := by
          rw [Matrix.mul_nonsing_inv R hRu, Matrix.nonsing_inv_mul R hRu, Matrix.mul_one,
            Matrix.mul_one, reduced]
  refine ⟨hU, hsim, ?_, ?_⟩
  · -- move the last unitary factor to the front, where it cancels
    have hU' : (L⁻¹ * R)ᴴ * (L⁻¹ * R) = 1 := Matrix.mem_unitaryGroup_iff'.mp hU
    rw [hsim, Matrix.charpoly_mul_comm, ← Matrix.mul_assoc, hU', Matrix.one_mul]
  · intro ι _ e y hy he
    exact ⟨fun i j => (overlap_inner hL _ _).trans (hy i j),
      fun i => (generalized_iff_reduced hL H _ _).mpr (he i)⟩
```

An overlap \(S=LL^\dagger\) with \(L\) invertible is positive definite. Conversely, every positive definite \(S\) has a Cholesky factor \(L\) and a Hermitian square root \(R\), a standard fact that is not proved here.

The eigenvector of \(R^{-1}HR^{-1}\) that corresponds to \(y\) is \(U^\dagger y\). These two vectors back-transform to the same \(x\), because \(R^{-1}U^\dagger y=R^{-1}RL^{-\dagger}y=L^{-\dagger}y\). Two separate diagonalizations may still choose different phases, or different bases of a degenerate eigenspace, and their \(x\) then differ accordingly.

```lean
/-- For invertible `L` and Hermitian `R` with `L Lᴴ = R²`, rotating `y` by the adjoint of `L⁻¹ R`
and back-transforming with `R⁻¹` gives the same vector as back-transforming `y` with `L⁻ᴴ`. -/
theorem same_backtransform {L R : Matrix n n ℂ} (hL : IsUnit L.det) (hR : R.IsHermitian)
    (hS : L * Lᴴ = R * R) (y : n → ℂ) :
    R⁻¹ *ᵥ ((L⁻¹ * R)ᴴ *ᵥ y) = (L⁻¹)ᴴ *ᵥ y := by
  rw [Matrix.conjTranspose_mul, hR.eq, Matrix.mulVec_mulVec, ← Matrix.mul_assoc,
    Matrix.nonsing_inv_mul R (root_isUnit hL hS), Matrix.one_mul]
```

## A full set of solutions for Hermitian \(H\)

If \(H^\dagger=H\), then \(H_L^\dagger=H_L\). The spectral theorem supplies an orthonormal eigenbasis \(y_i\) with real \(e_i\), and \(x_i=L^{-\dagger}y_i\) are the required solutions.

```lean
/-- For Hermitian `H` and `S = L Lᴴ` with `L` invertible, there is an `S`-orthonormal family of
solutions of `H x = e S x` with real energies, with as many members as the basis. -/
theorem exists_overlap_orthonormal_solutions {L H : Matrix n n ℂ} (hL : IsUnit L.det)
    (hH : H.IsHermitian) :
    ∃ (e : n → ℝ) (x : n → n → ℂ),
      (∀ i j, star (x i) ⬝ᵥ ((L * Lᴴ) *ᵥ x j) = if i = j then 1 else 0) ∧
      ∀ i, H *ᵥ x i = (e i : ℂ) • ((L * Lᴴ) *ᵥ x i) := by
  have hA : (reduced L H).IsHermitian := by
    change (reduced L H)ᴴ = reduced L H
    simp only [reduced, Matrix.conjTranspose_mul, Matrix.conjTranspose_conjTranspose, hH.eq,
      Matrix.mul_assoc]
  -- back-transform an orthonormal eigenbasis of the reduced Hamiltonian
  refine ⟨hA.eigenvalues, fun i => (L⁻¹)ᴴ *ᵥ (hA.eigenvectorBasis i).ofLp, ?_, ?_⟩
  · intro i j
    have h := orthonormal_iff_ite.mp hA.eigenvectorBasis.orthonormal i j
    rw [EuclideanSpace.inner_eq_star_dotProduct, dotProduct_comm] at h
    exact (overlap_inner hL _ _).trans h
  · intro i
    refine (generalized_iff_reduced hL H _ _).mpr ((hA.mulVec_eigenvectorBasis i).trans ?_)
    ext k
    simp
```

The LAPACK routine `ZHEGV` follows this route for the problem \(Hx=eSx\) (`ITYPE = 1`) when the lower triangle is chosen: it factors \(S\), forms \(H_L\), diagonalizes it and recovers \(x\) by a triangular solve. The theorems concern exact arithmetic and say nothing about rounding when \(S\) is nearly singular.

## A pair of factors in two dimensions

The matrices
\[
L=\begin{pmatrix}5&0\\8&1\end{pmatrix},\qquad R=\begin{pmatrix}3&4\\4&7\end{pmatrix}
\]
both give \(S=\begin{pmatrix}25&40\\40&65\end{pmatrix}\), so they satisfy the hypotheses on the factors. Here \(U=\frac15\begin{pmatrix}3&4\\-4&3\end{pmatrix}\), a plane rotation. The code checks the determinant, the Hermiticity of \(R\) and the equality of the products entry by entry.

```lean
/-- An explicit lower triangular `L` and Hermitian `R` with `L Lᴴ = R²` and `L` invertible. -/
theorem factorizations_witness :
    IsUnit (!![5, 0; 8, 1] : Matrix (Fin 2) (Fin 2) ℂ).det ∧
    (!![3, 4; 4, 7] : Matrix (Fin 2) (Fin 2) ℂ).IsHermitian ∧
    (!![5, 0; 8, 1] : Matrix (Fin 2) (Fin 2) ℂ) * (!![5, 0; 8, 1])ᴴ
      = !![3, 4; 4, 7] * !![3, 4; 4, 7] := by
  refine ⟨?_, ?_, ?_⟩
  · rw [isUnit_iff_ne_zero, Matrix.det_fin_two]
    norm_num
  · apply Matrix.IsHermitian.ext
    intro i j
    fin_cases i <;> fin_cases j <;> simp
  · -- the entries are real, so conjugation leaves them unchanged
    have h5 : (starRingEnd ℂ) 5 = 5 := Complex.conj_eq_iff_im.mpr (by norm_num)
    have h8 : (starRingEnd ℂ) 8 = 8 := Complex.conj_eq_iff_im.mpr (by norm_num)
    ext i j
    fin_cases i <;> fin_cases j <;>
      norm_num [Matrix.mul_apply, Fin.sum_univ_succ, Matrix.conjTranspose_apply, h5, h8]

end OverlapOrthogonalization
```

```lean
#print axioms OverlapOrthogonalization.secular_determinant
#print axioms OverlapOrthogonalization.cholesky_loewdin_equivalence
#print axioms OverlapOrthogonalization.same_backtransform
#print axioms OverlapOrthogonalization.exists_overlap_orthonormal_solutions
```

```
'OverlapOrthogonalization.secular_determinant' depends on axioms: [propext, Classical.choice, Quot.sound]
'OverlapOrthogonalization.cholesky_loewdin_equivalence' depends on axioms: [propext, Classical.choice, Quot.sound]
'OverlapOrthogonalization.same_backtransform' depends on axioms: [propext, Classical.choice, Quot.sound]
'OverlapOrthogonalization.exists_overlap_orthonormal_solutions' depends on axioms: [propext, Classical.choice, Quot.sound]
```
